# The delta well on a sinc grid: an energy error of first order in the spacing

I model the attractive well $-g\,\delta(x)$ on an infinite sinc grid of spacing $h$ by keeping only wavevectors $|k|\le\pi/h$ and leaving the delta sharp. Sinc functions converge very fast for smooth wavefunctions, yet my bound-state energy is too high by an amount that merely halves when I halve $h$. Is this a bug, or should I expect it?

## The cusp makes the error linear in $h$

You should expect it. The exact state $e^{-g|x|}$ has a cusp, so its momentum amplitude falls only as $1/k^2$, and the kinetic energy carried by wavevectors beyond $\pi/h$ is of order $h$. The coefficient follows from your band restriction.

In atomic units, let the energy be $-q^2/2$ with $q>0$, and let $\varphi(k)$ be the momentum amplitude. On the band,

$$\frac{k^2}{2}\varphi(k)-\frac{g}{2\pi}C=-\frac{q^2}{2}\varphi(k),\qquad C=\int_{-\pi/h}^{\pi/h}\varphi(p)\,dp .$$

Hence $\varphi(k)=\dfrac{g}{\pi}\dfrac{C}{k^2+q^2}$. A non-zero $\varphi$ needs $C\neq0$, so integrating and dividing by $C$ gives

$$\frac g\pi\int_{-\pi/h}^{\pi/h}\frac{dk}{k^2+q^2}=1 .$$

Conversely, if this holds, the amplitude with $C=1$ solves the equation. Without the cutoff the condition gives $q=g$, the exact energy $-g^2/2$.

The integral is $(2/q)\arctan(\pi/(hq))$. Put $t=hq/\pi$ and use $\arctan(1/t)=\pi/2-\arctan t$:

$$q+\frac{2g}{\pi}\arctan\frac{hq}{\pi}=g .$$

The left side is continuous and strictly increasing in $q$, vanishes at $q=0$ and exceeds $g$ at $q=g$. There is therefore exactly one positive solution $q(h)$, and it lies below $g$. Since $\arctan t<t$ for $t>0$,

$$g-q<\frac{2g}{\pi}\frac{hq}{\pi}<\frac{2g^2h}{\pi^2},\qquad \frac{g^2-q^2}{2}=\frac{(g-q)(g+q)}{2}<g(g-q)<\frac{2g^3h}{\pi^2}.$$

So $q(h)\to g$ as $h\to0^+$, and because $\arctan t/t\to1$,

$$\frac{g^2-q^2}{2h}=\frac{g}{\pi^2}(g+q)\,q\,\frac{\arctan t}{t}\;\longrightarrow\;\frac{2g^3}{\pi^2}.$$

For this one-electron, one-dimensional model, energies at two small spacings can thus be extrapolated linearly in $h$.

## What the Lean statements say

`secular g h q` is the left side of the integral condition. Its docstring calls $q$ a decay constant, which is literally true only without the cutoff. The sharp band edge gives the band-limited state an oscillating tail of order $1/|x|$, so here $q$ simply labels the energy $-q^2/2$. `IsBoundState g h q φ` says that the complex amplitude `φ` is integrable on the band, non-zero somewhere in it, and satisfies the momentum-space equation at every `k` of the closed band. No normalisation is imposed, since a constant factor does not change the energy.

`exists_boundState_iff` links the two for positive `g`, `h` and `q`. The main theorem, `sinc_delta_well`, takes `g > 0` and provides a function `q` such that, for every `h > 0`, `q h` lies between zero and `g` and is the only positive solution. It also states the limit, where `𝓝[>] 0` means that `h` approaches zero from above. The bounds at finite spacing are in `error_bounds`.

The Lean model starts in momentum space; that the sinc functions of an infinite grid span this band is background. Finite grids, smoothed wells and Coulomb cusps in three dimensions are different problems.

In `sinc_delta_well` the condition $g>0$ cannot be relaxed to $g\ge0$: at $g=0$ the integral condition reads $0=1$ and has no solution. Uniqueness likewise needs the restriction to positive $q$, because $-q$ satisfies the same condition as $q$.

```lean
import Mathlib

open Real Set Filter Topology

namespace SincDeltaWell

noncomputable section

/-- The band-limited delta-well integral `(g/π) ∫ dk / (k² + q²)` over `|k| ≤ π/h`, for well
strength `g`, grid spacing `h > 0` and decay constant `q ≠ 0`. -/
def secular (g h q : ℝ) : ℝ :=
  g / π * ∫ k in (-(π / h))..(π / h), 1 / (k ^ 2 + q ^ 2)

/-- `φ` is a non-zero integrable momentum amplitude on the band `|k| ≤ π/h` (`h > 0`, `q ≠ 0`) that
solves the Schrödinger equation of the well `-g δ(x)` with energy `-q²/2`, in atomic units. -/
def IsBoundState (g h q : ℝ) (φ : ℝ → ℂ) : Prop :=
  IntervalIntegrable φ MeasureTheory.volume (-(π / h)) (π / h) ∧
  (∃ k ∈ Icc (-(π / h)) (π / h), φ k ≠ 0) ∧
  ∀ k ∈ Icc (-(π / h)) (π / h),
    ((k ^ 2 / 2 : ℝ) : ℂ) * φ k - ((g / (2 * π) : ℝ) : ℂ) * (∫ p in (-(π / h))..(π / h), φ p)
      = ((-q ^ 2 / 2 : ℝ) : ℂ) * φ k

/-- The integral of `1/(k² + q²)` from `k = -K` to `k = K` is `(2/q) arctan (K/q)` for `q > 0`. -/
theorem integral_lorentzian (K : ℝ) {q : ℝ} (hq : 0 < q) :
    ∫ k in (-K)..K, 1 / (k ^ 2 + q ^ 2) = 2 / q * arctan (K / q) := by
  have hd : ∀ k ∈ uIcc (-K) K,
      HasDerivAt (fun x => arctan (x / q) / q) (1 / (k ^ 2 + q ^ 2)) k := by
    intro k _
    refine ((((hasDerivAt_id' k).div_const q).arctan).div_const q).congr_deriv ?_
    have hD : k ^ 2 + q ^ 2 ≠ 0 := by positivity
    have e : 1 + (k / q) ^ 2 = (k ^ 2 + q ^ 2) / q ^ 2 := by
      field_simp
      ring
    rw [e]
    field_simp
  have hc : Continuous fun k : ℝ => 1 / (k ^ 2 + q ^ 2) :=
    continuous_const.div (by fun_prop) (fun k => by positivity)
  have hI := intervalIntegral.integral_eq_sub_of_hasDerivAt hd (hc.intervalIntegrable _ _)
  simp only [neg_div, Real.arctan_neg] at hI
  rw [hI]
  ring

/-- For `g, h, q > 0` the band-limited well has a bound state of energy `-q²/2` exactly when
the delta-well integral equals one. -/
theorem exists_boundState_iff {g h q : ℝ} (hg : 0 < g) (hh : 0 < h) (hq : 0 < q) :
    (∃ φ, IsBoundState g h q φ) ↔ secular g h q = 1 := by
  have hK : 0 < π / h := by positivity
  have key : ∀ C : ℂ, ∫ k in (-(π / h))..(π / h),
      C * ((g / π * (1 / (k ^ 2 + q ^ 2)) : ℝ) : ℂ) = C * ((secular g h q : ℝ) : ℂ) := by
    intro C
    rw [secular, intervalIntegral.integral_const_mul, intervalIntegral.integral_ofReal,
      intervalIntegral.integral_const_mul]
  have er : ∀ k : ℝ, (k ^ 2 + q ^ 2) * (g / π * (1 / (k ^ 2 + q ^ 2))) = g / π := by
    intro k
    have hD : k ^ 2 + q ^ 2 ≠ 0 := by positivity
    field_simp
  constructor
  · rintro ⟨φ, -, ⟨k₀, hk₀, hne⟩, heq⟩
    obtain ⟨C, hC⟩ : ∃ C, C = ∫ p in (-(π / h))..(π / h), φ p := ⟨_, rfl⟩
    rw [← hC] at heq
    -- the Schrödinger equation fixes the amplitude up to the constant `C`
    have hφ : ∀ k ∈ Icc (-(π / h)) (π / h),
        φ k = C * ((g / π * (1 / (k ^ 2 + q ^ 2)) : ℝ) : ℂ) := by
      intro k hk
      have hD : ((k ^ 2 + q ^ 2 : ℝ) : ℂ) ≠ 0 := Complex.ofReal_ne_zero.mpr (by positivity)
      have h1 := heq k hk
      apply mul_left_cancel₀ hD
      rw [mul_left_comm, ← Complex.ofReal_mul, er]
      push_cast at h1 ⊢
      linear_combination 2 * h1
    have hC0 : C ≠ 0 := by
      rintro rfl
      exact hne (by rw [hφ k₀ hk₀, zero_mul])
    -- integrating over the band returns `C` times the delta-well integral
    have h2 : C * ((secular g h q : ℝ) : ℂ) = C * 1 := by
      rw [← key C, mul_one, hC]
      refine intervalIntegral.integral_congr (fun k hk => ?_)
      rw [uIcc_of_le (by linarith)] at hk
      rw [← hC]
      exact (hφ k hk).symm
    exact_mod_cast mul_left_cancel₀ hC0 h2
  · intro hb
    have hc : Continuous fun k : ℝ => g / π * (1 / (k ^ 2 + q ^ 2)) :=
      continuous_const.mul (continuous_const.div (by fun_prop) (fun k => by positivity))
    refine ⟨fun k => 1 * ((g / π * (1 / (k ^ 2 + q ^ 2)) : ℝ) : ℂ),
      (continuous_const.mul (Complex.continuous_ofReal.comp hc)).intervalIntegrable _ _,
      ⟨0, ⟨by linarith, hK.le⟩, ?_⟩, ?_⟩
    · exact mul_ne_zero one_ne_zero (Complex.ofReal_ne_zero.mpr (by positivity))
    · intro k _
      have hI := key 1
      rw [hb] at hI
      simp only [hI]
      have h1 := congrArg (fun x : ℝ => (x : ℂ)) (er k)
      push_cast at h1 ⊢
      linear_combination h1 / 2

/-- For `h, q > 0` the delta-well condition is equivalent to
`q + (2g/π) arctan (hq/π) = g`. -/
theorem secular_eq_one_iff {g h q : ℝ} (hh : 0 < h) (hq : 0 < q) :
    secular g h q = 1 ↔ q + 2 * g / π * arctan (h * q / π) = g := by
  have hx : 0 < h * q / π := by positivity
  have e : π / h / q = (h * q / π)⁻¹ := by rw [inv_div, div_div]
  rw [secular, integral_lorentzian _ hq, e, Real.arctan_inv_of_pos hx]
  generalize arctan (h * q / π) = A
  have e2 : g / π * (2 / q * (π / 2 - A)) = (g - 2 * g / π * A) / q := by
    field_simp
  rw [e2, div_eq_one_iff_eq hq.ne']
  constructor <;> intro h1 <;> linarith

/-- For every well strength `g > 0` and spacing `h > 0` the delta-well condition has exactly one
positive solution `q`. -/
theorem existsUnique_decay {g h : ℝ} (hg : 0 < g) (hh : 0 < h) :
    ∃! q, 0 < q ∧ secular g h q = 1 := by
  let F : ℝ → ℝ := fun q => q + 2 * g / π * arctan (h * q / π)
  have hF : Continuous F :=
    continuous_id.add (continuous_const.mul (Real.continuous_arctan.comp (by fun_prop)))
  have hc : 0 < 2 * g / π := by positivity
  have hmono : StrictMono F := by
    intro a b hab
    have h1 : arctan (h * a / π) < arctan (h * b / π) := Real.arctan_strictMono (by gcongr)
    have h2 := mul_lt_mul_of_pos_left h1 hc
    dsimp only [F]
    linarith
  have hF0 : F 0 = 0 := by simp [F]
  have hFg : g ≤ F g := by
    have h1 : arctan 0 < arctan (h * g / π) := Real.arctan_strictMono (by positivity)
    rw [Real.arctan_zero] at h1
    have h2 := mul_pos hc h1
    dsimp only [F]
    linarith
  -- `F` rises continuously from `0` to at least `g`
  obtain ⟨q, -, hq⟩ := intermediate_value_Icc hg.le hF.continuousOn
    (show g ∈ Icc (F 0) (F g) from ⟨by rw [hF0]; exact hg.le, hFg⟩)
  have hq0 : 0 < q := hmono.lt_iff_lt.mp (by rw [hF0, hq]; exact hg)
  refine ⟨q, ⟨hq0, (secular_eq_one_iff hh hq0).mpr hq⟩, ?_⟩
  rintro p ⟨hp0, hp⟩
  exact hmono.injective (((secular_eq_one_iff hh hp0).mp hp).trans hq.symm)

/-- For `g, h > 0`, a positive solution `q` lies below `g` by less than `2g²h/π²`, and the
energy error `(g² - q²)/2` is less than `2g³h/π²`. -/
theorem error_bounds {g h q : ℝ} (hg : 0 < g) (hh : 0 < h) (hq : 0 < q)
    (hs : secular g h q = 1) :
    q < g ∧ g - q < 2 * g ^ 2 / π ^ 2 * h ∧ (g ^ 2 - q ^ 2) / 2 < 2 * g ^ 3 / π ^ 2 * h := by
  have he := (secular_eq_one_iff hh hq).mp hs
  have hc : 0 < 2 * g / π := by positivity
  have hA : arctan 0 < arctan (h * q / π) := Real.arctan_strictMono (by positivity)
  rw [Real.arctan_zero] at hA
  have hlt : q < g := by linarith [mul_pos hc hA]
  -- `arctan x < x` for positive `x`
  have hAx := Real.lt_tan hA (Real.arctan_lt_pi_div_two _)
  rw [Real.tan_arctan] at hAx
  have h2 := mul_lt_mul_of_pos_left hAx hc
  have h3 : 2 * g / π * (h * q / π) < 2 * g / π * (h * g / π) := by gcongr
  have h4 : 2 * g / π * (h * g / π) = 2 * g ^ 2 / π ^ 2 * h := by ring
  have h5 : g - q < 2 * g ^ 2 / π ^ 2 * h := by linarith
  refine ⟨hlt, h5, ?_⟩
  calc (g ^ 2 - q ^ 2) / 2 < (g - q) * g := by nlinarith [pow_pos (sub_pos.2 hlt) 2]
    _ < 2 * g ^ 2 / π ^ 2 * h * g := mul_lt_mul_of_pos_right h5 hg
    _ = 2 * g ^ 3 / π ^ 2 * h := by ring

/-- If `g > 0` and `q(h)` is a positive solution for each `h > 0`, the energy error divided by
the spacing tends to `2g³/π²` as `h` tends to zero from above. -/
theorem tendsto_error_div_spacing {g : ℝ} (hg : 0 < g) {q : ℝ → ℝ}
    (hq : ∀ h, 0 < h → 0 < q h ∧ secular g h (q h) = 1) :
    Tendsto (fun h => (g ^ 2 - q h ^ 2) / (2 * h)) (𝓝[>] 0) (𝓝 (2 * g ^ 3 / π ^ 2)) := by
  have hev : ∀ᶠ h in 𝓝[>] (0 : ℝ), 0 < h := self_mem_nhdsWithin
  have hid : Tendsto (fun h : ℝ => h) (𝓝[>] 0) (𝓝 0) := nhdsWithin_le_nhds
  -- the finite-spacing bounds force `q h → g`
  have hqg : Tendsto q (𝓝[>] 0) (𝓝 g) := by
    have hl := (hid.const_mul (2 * g ^ 2 / π ^ 2)).const_sub g
    rw [mul_zero, sub_zero] at hl
    refine tendsto_of_tendsto_of_tendsto_of_le_of_le' hl tendsto_const_nhds ?_ ?_
    · filter_upwards [hev] with h hh
      linarith [(error_bounds hg hh (hq h hh).1 (hq h hh).2).2.1]
    · filter_upwards [hev] with h hh
      exact (error_bounds hg hh (hq h hh).1 (hq h hh).2).1.le
  have hx : Tendsto (fun h => h * q h / π) (𝓝[>] 0) (𝓝[≠] 0) := by
    refine tendsto_nhdsWithin_iff.mpr ⟨?_, ?_⟩
    · have h1 := (hid.mul hqg).div_const π
      rwa [zero_mul, zero_div] at h1
    · filter_upwards [hev] with h hh
      have h1 := (hq h hh).1
      have h2 : h * q h / π ≠ 0 := by positivity
      exact h2
  -- `arctan` has unit slope at the origin
  have d : HasDerivAt arctan 1 0 := by simpa using Real.hasDerivAt_arctan 0
  have d' := hasDerivAt_iff_tendsto_slope_zero.mp d
  simp only [zero_add, Real.arctan_zero, sub_zero, smul_eq_mul] at d'
  have hlim := (((hqg.const_add g).mul hqg).mul (d'.comp hx)).const_mul (g / π ^ 2)
  have hval : g / π ^ 2 * ((g + g) * g * 1) = 2 * g ^ 3 / π ^ 2 := by ring
  rw [hval] at hlim
  refine hlim.congr' ?_
  filter_upwards [hev] with h hh
  have h1 := (hq h hh).1
  have he := (secular_eq_one_iff hh h1).mp (hq h hh).2
  have e : g ^ 2 - q h ^ 2 = (g + q h) * (2 * g / π * arctan (h * q h / π)) := by
    linear_combination (-(g + q h)) * he
  rw [e]
  simp only [Function.comp_apply]
  generalize arctan (h * q h / π) = A
  field_simp

/-- For `g > 0` the delta-well condition has exactly one positive solution `q(h)` at each spacing
`h > 0`; it lies below `g`, and `(g² - q(h)²)/(2h)` tends to `2g³/π²` as `h` tends to zero from
above. -/
theorem sinc_delta_well {g : ℝ} (hg : 0 < g) :
    ∃ q : ℝ → ℝ,
      (∀ h, 0 < h → 0 < q h ∧ q h < g ∧ ∀ p, 0 < p → (secular g h p = 1 ↔ p = q h)) ∧
      Tendsto (fun h => (g ^ 2 - q h ^ 2) / (2 * h)) (𝓝[>] 0) (𝓝 (2 * g ^ 3 / π ^ 2)) := by
  have H : ∀ h : ℝ, 0 < h → ∃ q : ℝ, (0 < q ∧ secular g h q = 1) ∧
      ∀ p, (0 < p ∧ secular g h p = 1) → p = q := fun h hh => existsUnique_decay hg hh
  choose! q hq using H
  refine ⟨q, fun h hh => ?_, tendsto_error_div_spacing hg fun h hh => (hq h hh).1⟩
  obtain ⟨⟨h0, h1⟩, hu⟩ := hq h hh
  refine ⟨h0, (error_bounds hg hh h0 h1).1, fun p hp => ⟨fun hs => hu p ⟨hp, hs⟩, ?_⟩⟩
  rintro rfl
  exact h1

end

end SincDeltaWell
```

```lean
#print axioms SincDeltaWell.exists_boundState_iff
#print axioms SincDeltaWell.sinc_delta_well
```

```
'SincDeltaWell.exists_boundState_iff' depends on axioms: [propext, Classical.choice, Quot.sound]
'SincDeltaWell.sinc_delta_well' depends on axioms: [propext, Classical.choice, Quot.sound]
```

## From the integral to the limit in Lean

`integral_lorentzian` differentiates $\arctan(k/q)/q$ and applies the fundamental theorem of calculus. In `exists_boundState_iff`, `hφ` solves for the amplitude, `hC0` excludes $C=0$, and `h2` is the integrated equation; the converse supplies the amplitude with $C=1$.

`secular_eq_one_iff` performs the arctangent rewriting. `existsUnique_decay` calls the left side `F`, obtains a solution from the intermediate value theorem and uniqueness from `hmono`. `error_bounds` gets $\arctan t<t$ from $y<\tan y$ at $y=\arctan t$.

In `tendsto_error_div_spacing`, those bounds squeeze `q h` to `g` (`hqg`), the derivative of `arctan` at zero supplies the limit of $\arctan t/t$ (`d'`), and the closing algebra identifies the product with the energy error over $h$. Finally, `sinc_delta_well` uses `choose!` to collect the solutions at each spacing into one function.
